# An unpolarised core lowers the local-spin-density exchange gain of a fixed nonzero magnetisation

Take a point in an atom where all valence electrons have spin up, with density $m>0$. In the local spin density approximation, the exchange energy per volume there is lower than for the same density shared equally between the spins. In units of $\tfrac12 C m^{4/3}$, with $C$ the exchange constant defined below, the difference is
$$2^{4/3}-2\approx 0.520 .$$
Now add a core density $m$, half of it in each spin. The magnetisation is still $m$, but the total density is $2m$, and the difference becomes
$$3^{4/3}+1-2\cdot 2^{4/3}\approx 0.287 .$$
The core has no magnetisation of its own, yet it nearly halves the gain. The reason is that $x^{4/3}$ bends less at higher density, so the same splitting between the spins gains less energy.

This matters for pseudopotentials, where the core electrons are removed. If exchange is evaluated on the valence density alone, the local exchange gain from polarisation is too large wherever the omitted core density is positive and unpolarised, for the same unequal valence spin densities. A nonlinear core correction puts core density back into the functional.

## The gain as a function of density and magnetisation

Let $a,b\ge 0$ be the spin-up and spin-down densities. The exchange energy density is
$$e(a,b)=-C\,2^{1/3}\left(a^{4/3}+b^{4/3}\right),\qquad C=\tfrac34\left(\tfrac3\pi\right)^{1/3},$$
where $C$ is the exchange constant of the uniform electron gas in atomic units. The polarisation gain is $e$ at equal spin densities minus $e(a,b)$, at the same total density.

Put $n=a+b$ and $m=|a-b|$. The doubled spin densities are $n+m$ and $n-m$, in some order. Since $(2x)^{4/3}=2\cdot2^{1/3}x^{4/3}$,
$$2^{1/3}(a^{4/3}+b^{4/3})=\tfrac12\left[(n+m)^{4/3}+(n-m)^{4/3}\right],$$
and two spin densities $n/2$ give $n^{4/3}$. Hence the gain is $\tfrac C2 S(n,m)$ with
$$S(n,m)=(n+m)^{4/3}+(n-m)^{4/3}-2n^{4/3}.$$

A core density $c\ge0$, with $c/2$ in each spin, changes $n$ to $n+c$ and leaves $m$ alone. It remains to study $S$ at fixed $m>0$ for $n\ge m$.

## Positivity, decrease and limit

Let $u,v,w\ge0$ be the cube roots of $n+m$, $n$ and $n-m$, so that $u^3+w^3=2v^3$ and $w<u$.

**Positivity.** For $p,q\ge0$,
$$q^4-p^4-\tfrac43p(q^3-p^3)=\tfrac13(q-p)^2(3q^2+2pq+p^2)\ge0 .$$
This says that $x^{4/3}$ lies above its tangent at $x=p^3$. Use the tangent at $n$ for the two points $n\pm m$ and add. The linear terms $\pm\tfrac43vm$ cancel, so $S=u^4+w^4-2v^4\ge0$. The inequality is strict because $u>v$.

**Decrease.** Differentiation gives
$$\frac{\partial S}{\partial n}=\tfrac43(u+w-2v).$$
From
$$(u+w)^3=4(u^3+w^3)-3(u+w)(u-w)^2=8v^3-3(u+w)(u-w)^2<(2v)^3$$
it follows that $u+w<2v$. The derivative is therefore negative for $n>m$, and continuity includes the endpoint $n=m$.

**Limit.** The tangents at $n+m$ and $n-m$, both evaluated at $n$, give
$$v^4\ge u^4-\tfrac43um,\qquad v^4\ge w^4+\tfrac43wm .$$
Adding them yields $S\le\tfrac43m(u-w)$. Also
$$u^3-w^3-(u-w)u^2=w(u-w)(u+w)\ge0,$$
so $(u-w)u^2\le2m$. Together,
$$0<S(n,m)\le\frac{8m^2}{3(n+m)^{2/3}}\longrightarrow0\quad(n\to\infty).$$

For $n\gg m$, a Taylor expansion gives $S\approx\tfrac49m^2n^{-2/3}$. The bound thus has the right power of $n$, with a constant six times too large; this comparison is not formalised below.

## Densities and energies in Lean

All densities are real numbers at a single point in space.

```lean
import Mathlib

open Filter Set

namespace SpinPolarisedCore

noncomputable section

/-- The Slater–Dirac exchange constant `(3/4)(3/π)^(1/3)` in atomic units. -/
def exchangeConst : ℝ := 3 / 4 * (3 / Real.pi) ^ (1 / 3 : ℝ)
```

The constant `exchangeConst` is $C$.

```lean
/-- Exchange energy per volume in the local spin density approximation, for
nonnegative spin densities `a` (up) and `b` (down). -/
def exchangeDensity (a b : ℝ) : ℝ :=
  -exchangeConst * 2 ^ (1 / 3 : ℝ) * (a ^ (4 / 3 : ℝ) + b ^ (4 / 3 : ℝ))
```

The function accepts any real arguments, but it has its physical meaning for nonnegative spin densities, which the theorems about the gain require.

```lean
/-- Local exchange energy gained by spin polarisation: the unpolarised exchange energy
density minus the polarised one, at the same total density. -/
def polarisationGain (a b : ℝ) : ℝ :=
  exchangeDensity ((a + b) / 2) ((a + b) / 2) - exchangeDensity a b
```

With this sign convention, a positive gain means that polarisation lowers the exchange energy.

```lean
/-- The function `S = (n+m)^(4/3) + (n-m)^(4/3) - 2 n^(4/3)` of the total density `n` and
the magnetisation `m`, for `|m| ≤ n`. -/
def polarisationExcess (n m : ℝ) : ℝ :=
  (n + m) ^ (4 / 3 : ℝ) + (n - m) ^ (4 / 3 : ℝ) - 2 * n ^ (4 / 3 : ℝ)
```

This is $S(n,m)$. Here `m` is a density difference, not the relative polarisation $m/n$ that many texts use.

## Cube roots and the tangent inequality

```lean
/-- A nonnegative density has a nonnegative cube root, whose powers are the fractional
powers of the density. -/
lemma exists_cbrt {x : ℝ} (hx : 0 ≤ x) : ∃ r : ℝ, 0 ≤ r ∧ r ^ 3 = x ∧
    x ^ (4 / 3 : ℝ) = r ^ 4 ∧ x ^ (2 / 3 : ℝ) = r ^ 2 ∧ x ^ (1 / 3 : ℝ) = r := by
  refine ⟨x ^ (1 / 3 : ℝ), Real.rpow_nonneg hx _, ?_, ?_, ?_, rfl⟩ <;>
  · rw [← Real.rpow_natCast, ← Real.rpow_mul hx]
    norm_num
```

The lemma supplies a cube root together with the fractional powers expressed through it. Inequalities between real powers then become polynomial inequalities. In several proofs below, `a`, `b` and `d` denote the roots $u,v,w$, not spin densities.

```lean
/-- The curve `x^(4/3)` lies above its tangents, written in terms of the cube roots
`p, q ≥ 0` of two densities. -/
lemma tangent_le {p q : ℝ} (hp : 0 ≤ p) (hq : 0 ≤ q) :
    4 / 3 * p * (q ^ 3 - p ^ 3) ≤ q ^ 4 - p ^ 4 := by
  have h : 0 ≤ (q - p) ^ 2 * (3 * q ^ 2 + 2 * p * q + p ^ 2) := by positivity
  nlinarith [h]
```

The hypothesis `h` is the factorised remainder from the derivation, and `nlinarith` does the expansion.

## From the exchange functional to $S$

```lean
/-- For nonnegative spin densities the polarisation gain is half the exchange constant
times `S`, taken at the total density and the absolute magnetisation. -/
theorem polarisationGain_eq {a b : ℝ} (ha : 0 ≤ a) (hb : 0 ≤ b) :
    polarisationGain a b = exchangeConst / 2 * polarisationExcess (a + b) |a - b| := by
  have two : ∀ x : ℝ, 0 ≤ x →
      (2 * x) ^ (4 / 3 : ℝ) = 2 * 2 ^ (1 / 3 : ℝ) * x ^ (4 / 3 : ℝ) := by
    intro x hx
    obtain ⟨t, -, t3, t4, -, t1⟩ := exists_cbrt (x := 2) (by norm_num)
    rw [Real.mul_rpow (by norm_num) hx, t4, t1]
    linear_combination t * x ^ (4 / 3 : ℝ) * t3
  have eh := two ((a + b) / 2) (by linarith)
  rw [show 2 * ((a + b) / 2) = a + b by ring] at eh
  unfold polarisationGain exchangeDensity polarisationExcess
  rcases le_total b a with h | h
  · rw [abs_of_nonneg (sub_nonneg.2 h), show a + b + (a - b) = 2 * a by ring,
      show a + b - (a - b) = 2 * b by ring, two a ha, two b hb, eh]
    ring
  · rw [abs_of_nonpos (sub_nonpos.2 h), show a + b + -(a - b) = 2 * b by ring,
      show a + b - -(a - b) = 2 * a by ring, two a ha, two b hb, eh]
    ring
```

The auxiliary fact `two` is the doubling rule for $x^{4/3}$. The proof then splits according to which spin density is larger, which resolves the absolute value.

## The three properties of $S$

```lean
/-- At fixed magnetisation `m > 0`, `S` is positive for every total density `n ≥ m`. -/
theorem polarisationExcess_pos {n m : ℝ} (hm : 0 < m) (hn : m ≤ n) :
    0 < polarisationExcess n m := by
  obtain ⟨a, ha, a3, a4, -, -⟩ := exists_cbrt (x := n + m) (by linarith)
  obtain ⟨b, hb, b3, b4, -, -⟩ := exists_cbrt (x := n) (by linarith)
  obtain ⟨d, hd, d3, d4, -, -⟩ := exists_cbrt (x := n - m) (by linarith)
  have hab : b < a := lt_of_pow_lt_pow_left₀ 3 ha (by linarith)
  have ha' : 0 < a := lt_of_le_of_lt hb hab
  -- the tangent at `n` lies strictly below at `n + m` and weakly below at `n - m`
  have h1 : 0 < (a - b) ^ 2 * (3 * a ^ 2 + 2 * b * a + b ^ 2) :=
    mul_pos (pow_pos (sub_pos.2 hab) 2) (by positivity)
  have h2 := tangent_le hb hd
  have h3 : b * (a ^ 3 + d ^ 3 - 2 * b ^ 3) = 0 := by
    rw [a3, b3, d3]; ring
  unfold polarisationExcess
  rw [a4, b4, d4]
  nlinarith [h1, h2, h3]
```

Here `h1` is the strict tangent remainder at $n+m$, `h2` the tangent inequality at $n-m$, and `h3` the cancellation of the linear terms. The case $n=m$, full polarisation, is included.

```lean
/-- The rate of change of `S` with the total density at fixed magnetisation. -/
theorem hasDerivAt_polarisationExcess (n m : ℝ) :
    HasDerivAt (fun x => polarisationExcess x m)
      (4 / 3 * ((n + m) ^ (1 / 3 : ℝ) + (n - m) ^ (1 / 3 : ℝ) - 2 * n ^ (1 / 3 : ℝ))) n := by
  have h1 := ((hasDerivAt_id' n).add_const m).rpow_const (p := 4 / 3) (Or.inr (by norm_num))
  have h2 := ((hasDerivAt_id' n).sub_const m).rpow_const (p := 4 / 3) (Or.inr (by norm_num))
  have h3 := (hasDerivAt_id' n).rpow_const (p := 4 / 3) (Or.inr (by norm_num))
  refine ((h1.fun_add h2).fun_sub (h3.const_mul 2)).congr_deriv ?_
  rw [show (4 / 3 : ℝ) - 1 = 1 / 3 by norm_num]
  ring
```

The derivative comes from the power rule applied to each of the three terms.

```lean
/-- At fixed magnetisation `m > 0`, `S` is strictly decreasing in the total density
`n ≥ m`. -/
theorem polarisationExcess_strictAntiOn {m : ℝ} (hm : 0 < m) :
    StrictAntiOn (fun n => polarisationExcess n m) (Ici m) := by
  apply strictAntiOn_of_deriv_neg (convex_Ici m)
  · exact fun x _ => (hasDerivAt_polarisationExcess x m).continuousAt.continuousWithinAt
  · intro n hn
    rw [interior_Ici] at hn
    have hn' : m < n := hn
    rw [(hasDerivAt_polarisationExcess n m).deriv]
    obtain ⟨a, ha, a3, -, -, a1⟩ := exists_cbrt (x := n + m) (by linarith)
    obtain ⟨b, hb, b3, -, -, b1⟩ := exists_cbrt (x := n) (by linarith)
    obtain ⟨d, hd, d3, -, -, d1⟩ := exists_cbrt (x := n - m) (by linarith)
    have had : d < a := lt_of_pow_lt_pow_left₀ 3 ha (by linarith)
    -- strict concavity of the cube root
    have h1 : 0 < (a + d) * (a - d) ^ 2 :=
      mul_pos (by linarith) (pow_pos (sub_pos.2 had) 2)
    have h2 : a + d < 2 * b :=
      lt_of_pow_lt_pow_left₀ 3 (by linarith) (by nlinarith [h1, a3, b3, d3])
    rw [a1, b1, d1]
    linarith
```

`StrictAntiOn` on `Ici m` means strictly decreasing on $[m,\infty)$. The criterion `strictAntiOn_of_deriv_neg` asks for continuity on the whole interval and a negative derivative in its interior. The second requirement is the inequality $u+w<2v$, obtained as `h2` by comparing cubes.

```lean
/-- For magnetisation `m > 0` and total density `n ≥ m`, `S` is at most
`(8/3) m² / (n+m)^(2/3)`. -/
theorem polarisationExcess_le {n m : ℝ} (hm : 0 < m) (hn : m ≤ n) :
    polarisationExcess n m ≤ 8 / 3 * m ^ 2 / (n + m) ^ (2 / 3 : ℝ) := by
  obtain ⟨a, ha, a3, a4, a2, -⟩ := exists_cbrt (x := n + m) (by linarith)
  obtain ⟨b, hb, b3, b4, -, -⟩ := exists_cbrt (x := n) (by linarith)
  obtain ⟨d, hd, d3, d4, -, -⟩ := exists_cbrt (x := n - m) (by linarith)
  have had : d < a := lt_of_pow_lt_pow_left₀ 3 ha (by linarith)
  have ha' : 0 < a := lt_of_le_of_lt hd had
  -- tangents at `n + m` and `n - m`, evaluated at `n`
  have t1 := tangent_le ha hb
  have t2 := tangent_le hd hb
  rw [a3, b3] at t1
  rw [d3, b3] at t2
  have h1 : a ^ 4 + d ^ 4 - 2 * b ^ 4 ≤ 4 / 3 * m * (a - d) := by nlinarith [t1, t2]
  have h2 : (a - d) * a ^ 2 ≤ 2 * m := by
    have h : 0 ≤ d * ((a - d) * (a + d)) :=
      mul_nonneg hd (mul_nonneg (by linarith) (by linarith))
    nlinarith [h, a3, d3]
  unfold polarisationExcess
  rw [a4, b4, d4, a2, le_div_iff₀ (by positivity)]
  calc (a ^ 4 + d ^ 4 - 2 * b ^ 4) * a ^ 2
      ≤ 4 / 3 * m * (a - d) * a ^ 2 := mul_le_mul_of_nonneg_right h1 (by positivity)
    _ = 4 / 3 * m * ((a - d) * a ^ 2) := by ring
    _ ≤ 4 / 3 * m * (2 * m) := mul_le_mul_of_nonneg_left h2 (by positivity)
    _ = 8 / 3 * m ^ 2 := by ring
```

The two tangent inequalities `t1` and `t2` combine to `h1`, which is $S\le\tfrac43m(u-w)$, while `h2` is $(u-w)u^2\le2m$. The closing `calc` multiplies by $u^2$ and joins them.

```lean
/-- At fixed magnetisation `m > 0`, `S` tends to zero as the total density grows. -/
theorem polarisationExcess_tendsto {m : ℝ} (hm : 0 < m) :
    Tendsto (fun n => polarisationExcess n m) atTop (nhds 0) := by
  have h : Tendsto (fun n : ℝ => (n + m) ^ (2 / 3 : ℝ)) atTop atTop :=
    (tendsto_rpow_atTop (by norm_num : (0 : ℝ) < 2 / 3)).comp
      (tendsto_atTop_add_const_right atTop m tendsto_id)
  refine squeeze_zero' ?_ ?_ (h.const_div_atTop (8 / 3 * m ^ 2))
  · filter_upwards [eventually_ge_atTop m] with n hn
    exact (polarisationExcess_pos hm hn).le
  · filter_upwards [eventually_ge_atTop m] with n hn
    exact polarisationExcess_le hm hn
```

`squeeze_zero'` traps $S$ between zero and the explicit bound. Both inequalities are needed only for large $n$, so `filter_upwards` restricts attention to $n\ge m$.

## Adding the core

```lean
/-- For unequal nonnegative spin densities, adding an unpolarised core density `c ≥ 0`
leaves the local exchange gain from polarisation positive, strictly lowers it as `c`
increases, and sends it to zero as `c` tends to infinity. -/
theorem core_reduces_polarisationGain {a b : ℝ} (ha : 0 ≤ a) (hb : 0 ≤ b) (hab : a ≠ b) :
    StrictAntiOn (fun c => polarisationGain (a + c / 2) (b + c / 2)) (Ici 0) ∧
    (∀ c, 0 ≤ c → 0 < polarisationGain (a + c / 2) (b + c / 2)) ∧
    Tendsto (fun c => polarisationGain (a + c / 2) (b + c / 2)) atTop (nhds 0) := by
  have hm : 0 < |a - b| := abs_pos.2 (sub_ne_zero.2 hab)
  have hle : |a - b| ≤ a + b := abs_le.2 ⟨by linarith, by linarith⟩
  have hC : 0 < exchangeConst / 2 := by
    unfold exchangeConst
    positivity
  -- the core shifts the total density and leaves the magnetisation unchanged
  have key : ∀ c, 0 ≤ c → polarisationGain (a + c / 2) (b + c / 2) =
      exchangeConst / 2 * polarisationExcess (a + b + c) |a - b| := by
    intro c hc
    rw [polarisationGain_eq (by linarith) (by linarith),
      show a + c / 2 + (b + c / 2) = a + b + c by ring,
      show a + c / 2 - (b + c / 2) = a - b by ring]
  refine ⟨?_, ?_, ?_⟩
  · intro c hc c' hc' hlt
    have h0 : 0 ≤ c := hc
    have h0' : 0 ≤ c' := hc'
    have h : polarisationExcess (a + b + c') |a - b| < polarisationExcess (a + b + c) |a - b| :=
      polarisationExcess_strictAntiOn hm (mem_Ici.2 (by linarith)) (mem_Ici.2 (by linarith))
        (by linarith)
    change polarisationGain (a + c' / 2) (b + c' / 2) < polarisationGain (a + c / 2) (b + c / 2)
    rw [key c h0, key c' h0']
    exact mul_lt_mul_of_pos_left h hC
  · intro c hc
    rw [key c hc]
    exact mul_pos hC (polarisationExcess_pos hm (by linarith))
  · have t := ((polarisationExcess_tendsto hm).comp
      (tendsto_atTop_add_const_left atTop (a + b) tendsto_id)).const_mul (exchangeConst / 2)
    rw [mul_zero] at t
    refine t.congr' ?_
    filter_upwards [eventually_ge_atTop 0] with c hc
    exact (key c hc).symm

end

end SpinPolarisedCore
```

In words: let the valence spin densities $a,b$ be nonnegative and unequal, and add $c/2$ to each. As a function of $c\ge0$, the gain is strictly decreasing; it is positive for every such $c$; and it tends to zero as $c\to\infty$. Either spin may be the majority spin.

The fact `key` writes the gain as $\tfrac C2S(a+b+c,|a-b|)$. Each part then follows from the matching property of $S$, since $C/2>0$ and $a+b+c\ge|a-b|$.

The condition $a\neq b$ is needed for positivity and strict decrease: at $a=b=1$ the gain is zero for every $c$. The core must also not be polarised arbitrarily. If the valence densities are $(1,0)$ and the core adds $(1,0)$ as well, the gain is multiplied by $2^{4/3}$ and so increases.

The theorem compares exchange energies at one point with the valence spin densities held fixed. Passing to an atom or a solid means integrating over space and letting those densities relax self-consistently when the core is included, and the hypotheses say nothing about that relaxation. Correlation and gradient corrections are also absent from the functional.

```lean
#print axioms SpinPolarisedCore.core_reduces_polarisationGain
```

```
'SpinPolarisedCore.core_reduces_polarisationGain' depends on axioms: [propext, Classical.choice, Quot.sound]
```
